# Stringari's polynomial modes of a spherical Thomas–Fermi condensate

The radial factor of a density oscillation with angular momentum \(l\) is modelled here as an ordinary real function, \(f(r)=r^lP(r^2)\) with \(P\) a real polynomial, and the wave operator takes true derivatives of that function. The problems below find the squared frequencies of such modes.

The physical input is the linearised hydrodynamic equation for the full density change \(\delta\rho\), \(\omega^2\,\delta\rho=-\nabla\cdot(c^2\nabla\delta\rho)\), which is assumed and not derived from the Gross–Pitaevskii equation. It describes small oscillations with quantum pressure neglected. In an isotropic harmonic trap, with trap frequency and cloud radius set to one, the local sound speed obeys \(c^2=(1-r^2)/2\). Separating off a spherical harmonic of angular momentum \(l\) leaves the radial operator

\[
L_lf=-\tfrac12\Big[(1-r^2)\Big(f''+\frac{2f'}{r}-\frac{l(l+1)f}{r^2}\Big)-2rf'\Big].
\]

```lean
import Mathlib

open Polynomial Topology

namespace StringariModes

noncomputable section
```

This is `soundOperator`, used only at \(r\neq0\).

```lean
/-- The radial hydrodynamic operator of a Thomas-Fermi condensate in an isotropic harmonic trap, at
angular momentum `l`, with trap frequency and cloud radius set to one. The formula is meaningful
only for `r ≠ 0`. -/
def soundOperator (l : ℕ) (f : ℝ → ℝ) (r : ℝ) : ℝ :=
  -(1 / 2) * ((1 - r ^ 2) * (deriv (deriv f) r + 2 * deriv f r / r
    - l * (l + 1) * f r / r ^ 2) - 2 * r * deriv f r)
```

Write \(D_l[P](r)=r^lP(r^2)\) for `densityMode`.

```lean
/-- The radial density oscillation `r^l P(r²)`. -/
def densityMode (l : ℕ) (P : ℝ[X]) (r : ℝ) : ℝ := r ^ l * P.eval (r ^ 2)
```

Write \(\lambda_n\) for `stringariSq n l`, with \(l\) held fixed.

```lean
/-- The squared frequency `2n² + 2nl + 3n + l`, in units of the squared trap frequency. -/
def stringariSq (n l : ℕ) : ℝ := 2 * n ^ 2 + 2 * n * l + 3 * n + l
```

`reducedOperator` is an operator \(T\) on polynomials, identified in (b).

```lean
/-- The hydrodynamic operator written as an operator on the polynomial factor `P`. -/
def reducedOperator (l : ℕ) (P : ℝ[X]) : ℝ[X] :=
  C 2 * (X * (X * derivative (derivative P))) + C (2 * (l : ℝ) + 5) * (X * derivative P)
    + C (l : ℝ) * P - C 2 * (X * derivative (derivative P))
    - C (2 * (l : ℝ) + 3) * derivative P
```

The numbers \(a_k\), in Lean `stringariCoeff n l k`, start from \(a_0=1\) and depend on \(n\) and \(l\).

```lean
/-- The coefficients of the radial polynomial, given by a two-term recurrence from `1`. -/
def stringariCoeff (n l : ℕ) : ℕ → ℝ
  | 0 => 1
  | k + 1 => (stringariSq k l - stringariSq n l) / (((k : ℝ) + 1) * (2 * k + 2 * l + 3))
      * stringariCoeff n l k
```

They are the coefficients of \(P_n\), in Lean `stringariPoly n l`.

```lean
/-- The radial polynomial of the mode with quantum numbers `n` and `l`. -/
def stringariPoly (n l : ℕ) : ℝ[X] :=
  ∑ k ∈ Finset.range (n + 1), C (stringariCoeff n l k) * X ^ k
```

## (a) Slope of a density mode

Show that for \(x\neq0\)

\[
D_l[P]'(x)=\frac{l}{x}D_l[P](x)+2x\,D_l[P'](x).
\]

The product and chain rules give \(lx^{l-1}P(x^2)+x^l\cdot2xP'(x^2)\), and \(lx^{l-1}=lx^l/x\). Lean treats \(l=0\) separately in that last identity, and differentiates \(P(x^2)\) as the composite polynomial `P.comp (X * X)`.

```lean
/-- The radial slope of a density mode away from the trap centre. -/
theorem hasDerivAt_densityMode (l : ℕ) (P : ℝ[X]) {x : ℝ} (hx : x ≠ 0) :
    HasDerivAt (densityMode l P)
      (l * densityMode l P x / x + 2 * x * densityMode l (derivative P) x) x := by
  have h3 : (l : ℝ) * x ^ (l - 1) = l * x ^ l / x := by
    rcases l with _ | k
    · simp
    · rw [Nat.add_sub_cancel, pow_succ]
      field_simp
  have h1 : HasDerivAt (fun y : ℝ => y ^ l) (l * x ^ (l - 1)) x := hasDerivAt_pow l x
  have h2 : HasDerivAt (fun y : ℝ => P.eval (y ^ 2))
      ((derivative P).eval (x ^ 2) * (2 * x)) x := by
    have hf : (fun y : ℝ => P.eval (y ^ 2)) = fun y => (P.comp (X * X)).eval y := by
      funext y
      simp only [eval_comp, eval_mul, eval_X, pow_two]
    rw [hf]
    refine ((P.comp (X * X)).hasDerivAt x).congr_deriv ?_
    simp only [derivative_comp, derivative_mul, derivative_X, one_mul, mul_one, eval_mul,
      eval_add, eval_comp, eval_X, pow_two]
    ring
  refine (h1.fun_mul h2).congr_deriv ?_
  rw [h3]
  simp only [densityMode]
  ring
```

## (b) From functions to polynomials

Show that for \(r\neq0\), \(L_lD_l[P](r)=D_l[TP](r)\), where, with \(s=r^2\),

\[
TP=2s^2P''+(2l+5)sP'+lP-2sP''-(2l+3)P'.
\]

Using (a) twice, with \(P\) and its derivatives taken at \(s\),

\[
f'=r^l\Big(\frac{lP}{r}+2rP'\Big),\qquad
f''=r^l\Big(\frac{l(l-1)P}{r^2}+(4l+2)P'+4sP''\Big).
\]

In the Laplacian the \(P/r^2\) terms cancel, since \(l(l-1)+2l-l(l+1)=0\). What remains is \(r^l\big(4sP''+(4l+6)P'\big)\), so

\[
L_lf=r^l\big[-(1-s)(2sP''+(2l+3)P')+lP+2sP'\big],
\]

which expands to the claim. A second derivative needs the slope near \(r\), not only at \(r\); the `filter_upwards` step supplies it on the open set \(x\neq0\). Then `field_simp` and `ring` do the algebra.

```lean
/-- Away from the trap centre, the hydrodynamic operator maps a density mode to the density mode
whose polynomial factor is transformed by the reduced operator. -/
theorem soundOperator_densityMode (l : ℕ) (P : ℝ[X]) {r : ℝ} (hr : r ≠ 0) :
    soundOperator l (densityMode l P) r = densityMode l (reducedOperator l P) r := by
  have h1 := (hasDerivAt_densityMode l P hr).deriv
  have he : deriv (densityMode l P) =ᶠ[𝓝 r] fun x =>
      l * densityMode l P x / x + 2 * x * densityMode l (derivative P) x := by
    filter_upwards [isOpen_ne.mem_nhds hr] with x hx
    exact (hasDerivAt_densityMode l P hx).deriv
  -- differentiate the slope once more
  have hA := ((hasDerivAt_densityMode l P hr).const_mul (l : ℝ)).fun_div (hasDerivAt_id' r) hr
  have hB := ((hasDerivAt_id' r).const_mul (2 : ℝ)).fun_mul
    (hasDerivAt_densityMode l (derivative P) hr)
  have h2 := he.deriv_eq.trans (hA.fun_add hB).deriv
  unfold soundOperator
  rw [h2, h1]
  simp only [densityMode, reducedOperator, eval_add, eval_sub, eval_mul, eval_C, eval_X]
  field_simp
  ring
```

## (c) Coupling between coefficients

Let \(p_k\) be the coefficients of \(P\). Show that

\[
(TP)_k=\lambda_kp_k-(k+1)(2k+2l+3)p_{k+1},\qquad \lambda_k=2k^2+2kl+3k+l.
\]

The terms in \(p_k\) add up to \(2k(k-1)+(2l+5)k+l=\lambda_k\). Those in \(p_{k+1}\) give \(-2k(k+1)-(2l+3)(k+1)\), which factorises as stated. Lean checks \(k=0\), \(k=1\) and \(k\geq2\) separately.

```lean
/-- The reduced operator couples each coefficient only to itself and to the next one. -/
theorem coeff_reducedOperator (l : ℕ) (P : ℝ[X]) (k : ℕ) :
    (reducedOperator l P).coeff k = stringariSq k l * P.coeff k
      - ((k : ℝ) + 1) * (2 * k + 2 * l + 3) * P.coeff (k + 1) := by
  unfold reducedOperator stringariSq
  rcases k with _ | _ | k <;>
    simp only [coeff_add, coeff_sub, coeff_C_mul, coeff_X_mul, coeff_X_mul_zero,
      coeff_derivative] <;>
    push_cast <;> ring
```

## (d) The recurrence without fractions

Show that

\[
(k+1)(2k+2l+3)\,a_{k+1}=(\lambda_k-\lambda_n)\,a_k.
\]

The definition sets \(a_{k+1}\) equal to the right-hand side divided by \((k+1)(2k+2l+3)\). Both factors are positive, so one may multiply through.

```lean
/-- The recurrence obeyed by the coefficients of the radial polynomial. -/
theorem stringariCoeff_succ (n l k : ℕ) :
    ((k : ℝ) + 1) * (2 * k + 2 * l + 3) * stringariCoeff n l (k + 1)
      = (stringariSq k l - stringariSq n l) * stringariCoeff n l k := by
  have h1 : (k : ℝ) + 1 ≠ 0 := by positivity
  have h2 : 2 * (k : ℝ) + 2 * l + 3 ≠ 0 := by positivity
  rw [stringariCoeff]
  field_simp
```

## (e) Where the series stops

Show that \(a_k\neq0\) exactly when \(k\leq n\).

Factorise

\[
\lambda_k-\lambda_n=(k-n)(2k+2n+2l+3).
\]

The second factor is positive, so the step from \(a_k\) to \(a_{k+1}\) multiplies by zero only at \(k=n\). Starting from \(a_0=1\), the coefficients stay nonzero up to \(a_n\) and vanish afterwards. The Lean proof is this induction.

```lean
/-- The coefficients are nonzero up to order `n` and vanish beyond it. -/
theorem stringariCoeff_ne_zero_iff (n l k : ℕ) : stringariCoeff n l k ≠ 0 ↔ k ≤ n := by
  induction k with
  | zero => simp [stringariCoeff]
  | succ k ih =>
    have hD : ((k : ℝ) + 1) * (2 * k + 2 * l + 3) ≠ 0 := by positivity
    have hs : 2 * (k : ℝ) + 2 * n + 2 * l + 3 ≠ 0 := by positivity
    have hf : stringariSq k l - stringariSq n l
        = ((k : ℝ) - n) * (2 * k + 2 * n + 2 * l + 3) := by
      unfold stringariSq
      ring
    have hk : (k : ℝ) - n ≠ 0 ↔ k ≠ n := by
      rw [sub_ne_zero]
      exact Nat.cast_injective.ne_iff
    rw [stringariCoeff, mul_ne_zero_iff, div_ne_zero_iff, hf, mul_ne_zero_iff, hk, ih]
    constructor
    · rintro ⟨⟨⟨h, _⟩, _⟩, h'⟩
      omega
    · intro h
      exact ⟨⟨⟨by omega, hs⟩, hD⟩, by omega⟩
```

## (f) Coefficients of the finite sum

Show that the \(k\)-th coefficient of \(P_n=\sum_{j=0}^na_js^j\) is \(a_k\) for every \(k\), including \(k>n\).

For \(k\leq n\) this is read off the sum. For \(k>n\) the sum has no such term, and \(a_k=0\) by (e).

```lean
/-- The radial polynomial has the recurrence coefficients at every order. -/
theorem coeff_stringariPoly (n l k : ℕ) :
    (stringariPoly n l).coeff k = stringariCoeff n l k := by
  simp only [stringariPoly, finsetSum_coeff, coeff_C_mul_X_pow, Finset.sum_ite_eq,
    Finset.mem_range]
  split_ifs with h
  · rfl
  · by_contra h'
    have := (stringariCoeff_ne_zero_iff n l k).1 (Ne.symm h')
    omega
```

## (g) The modes and their frequencies

Show that for all naturals \(n,l\) the polynomial \(P_n\) has degree exactly \(n\), and that for all \(r>0\)

\[
L_lD_l[P_n](r)=(2n^2+2nl+3n+l)\,D_l[P_n](r).
\]

The degree follows from (e) and (f). By (c) and (d), the \(k\)-th coefficient of \(TP_n\) is \(\lambda_ka_k-(\lambda_k-\lambda_n)a_k=\lambda_na_k\). Hence \(TP_n=\lambda_nP_n\), and (b) carries this back to functions. In Lean, `ext k` compares coefficients and `linear_combination` inserts the recurrence.

The identity holds for every \(r>0\), but it describes the condensate only for \(r<1\). In the smallest case, \(n=l=0\), the mode is a constant with frequency zero: it changes the atom number and is not an oscillation.

For small oscillations in an isotropic harmonic trap, in the Thomas–Fermi limit, these values offer a check on a time-dependent Gross–Pitaevskii code.

```lean
/-- Stringari modes: the radial polynomial has degree exactly `n`, and `r^l P(r²)` solves the
hydrodynamic equation with squared frequency `2n² + 2nl + 3n + l` for all `r > 0`. -/
theorem stringari_modes (n l : ℕ) :
    (stringariPoly n l).degree = n ∧ ∀ r : ℝ, 0 < r →
      soundOperator l (densityMode l (stringariPoly n l)) r
        = (2 * n ^ 2 + 2 * n * l + 3 * n + l) * densityMode l (stringariPoly n l) r := by
  constructor
  · apply le_antisymm
    · refine (degree_le_iff_coeff_zero _ _).2 fun m hm => ?_
      have hm' : n < m := by exact_mod_cast hm
      rw [coeff_stringariPoly]
      by_contra h
      exact absurd ((stringariCoeff_ne_zero_iff n l m).1 h) (by omega)
    · apply le_degree_of_ne_zero
      rw [coeff_stringariPoly]
      exact (stringariCoeff_ne_zero_iff n l n).2 le_rfl
  · intro r hr
    -- the eigenvalue equation holds coefficient by coefficient
    have hT : reducedOperator l (stringariPoly n l)
        = C (stringariSq n l) * stringariPoly n l := by
      ext k
      rw [coeff_reducedOperator, coeff_C_mul, coeff_stringariPoly, coeff_stringariPoly]
      linear_combination -stringariCoeff_succ n l k
    rw [soundOperator_densityMode l _ hr.ne', hT]
    simp only [densityMode, eval_mul, eval_C, stringariSq]
    ring
```

## (h) No other polynomial modes

Let \(P\neq0\), and suppose \(L_lD_l[P]=w\,D_l[P]\) for \(0<r<1\), with \(w\) real. Show that, with \(n=\deg P\),

\[
w=\lambda_n,\qquad P=p_0P_n.
\]

By (b), dividing by \(r^l\) gives \((TP)(s)=wP(s)\) for all \(s\in(0,1)\). Two polynomials that agree at infinitely many points are equal, so \(TP=wP\). At \(k=n\), (c) reads \(\lambda_np_n=wp_n\) with \(p_n\neq0\), which fixes \(w\). The remaining equations are the recurrence of (d), so \(p_k=p_0a_k\) by induction. Lean reaches each \(s\) by setting \(r=\sqrt s\).

Without \(P\neq0\) the claim fails: for \(P=0\) and \(l=0\) the equation holds with \(w=7\), which is none of the values \(\lambda_n=0,5,14,\dots\) The theorem compares polynomial factors only and does not address other radial functions.

```lean
/-- Conversely, if `r^l P(r²)` with `P ≠ 0` solves the hydrodynamic equation for `0 < r < 1` with
squared frequency `w`, then `w` is the Stringari value at `n = deg P` and `P` is a multiple of the
radial polynomial. -/
theorem stringari_modes_unique (l : ℕ) (P : ℝ[X]) (hP : P ≠ 0) (w : ℝ)
    (h : ∀ r ∈ Set.Ioo (0 : ℝ) 1,
      soundOperator l (densityMode l P) r = w * densityMode l P r) :
    w = stringariSq P.natDegree l ∧ P = C (P.coeff 0) * stringariPoly P.natDegree l := by
  -- equality on an interval is equality of polynomials
  have hT : reducedOperator l P = C w * P := by
    apply eq_of_infinite_eval_eq
    refine (Set.Ioo_infinite (by norm_num : (0 : ℝ) < 1)).mono ?_
    intro s hs
    show eval s (reducedOperator l P) = eval s (C w * P)
    have h0 : 0 < √s := Real.sqrt_pos.2 hs.1
    have hsq : √s ^ 2 = s := Real.sq_sqrt hs.1.le
    have h1 : √s < 1 := by nlinarith [hs.2]
    have h2 := h (√s) ⟨h0, h1⟩
    rw [soundOperator_densityMode l P h0.ne'] at h2
    simp only [densityMode, hsq] at h2
    apply mul_left_cancel₀ (pow_ne_zero l h0.ne')
    rw [eval_mul, eval_C]
    linear_combination h2
  have hc : ∀ k : ℕ, stringariSq k l * P.coeff k
      - ((k : ℝ) + 1) * (2 * k + 2 * l + 3) * P.coeff (k + 1) = w * P.coeff k := by
    intro k
    rw [← coeff_reducedOperator, hT, coeff_C_mul]
  -- the leading coefficient fixes the frequency
  have hw : w = stringariSq P.natDegree l := by
    have h1 := hc P.natDegree
    rw [coeff_eq_zero_of_natDegree_lt (Nat.lt_succ_self _), mul_zero, sub_zero] at h1
    have h2 : P.coeff P.natDegree ≠ 0 := leadingCoeff_ne_zero.2 hP
    exact (mul_right_cancel₀ h2 h1).symm
  refine ⟨hw, ?_⟩
  ext k
  rw [coeff_C_mul, coeff_stringariPoly]
  induction k with
  | zero => simp [stringariCoeff]
  | succ k ih =>
    have hD : ((k : ℝ) + 1) * (2 * k + 2 * l + 3) ≠ 0 := by positivity
    have h1 := hc k
    rw [hw] at h1
    apply mul_left_cancel₀ hD
    linear_combination -h1 + (stringariSq k l - stringariSq P.natDegree l) * ih
      - P.coeff 0 * stringariCoeff_succ P.natDegree l k
```

## (i) Surface modes

Show that for \(r>0\), \(L_l\,r^l=l\,r^l\).

Take \(P=1\) in (b). All derivatives vanish, and \(T1=l\). For \(l\geq1\) these are the surface modes; \(l=0\) gives the constant already met in (g).

```lean
/-- The function `r^l` solves the hydrodynamic equation with squared frequency `l` for all `r > 0`.
-/
theorem surface_mode (l : ℕ) {r : ℝ} (hr : 0 < r) :
    soundOperator l (fun x => x ^ l) r = l * r ^ l := by
  have h := soundOperator_densityMode l 1 hr.ne'
  have hf : densityMode l 1 = fun x => x ^ l := by
    funext x
    simp [densityMode]
  rw [hf] at h
  rw [h]
  simp [densityMode, reducedOperator, mul_comm]
```

## (j) Breathing, quadrupole and Kohn modes

Show that for \(r>0\)

\[
L_0\big(1-\tfrac53r^2\big)=5\big(1-\tfrac53r^2\big),\qquad L_2\,r^2=2r^2,\qquad L_1\,r=r.
\]

The last two are (i) with \(l=2\) and \(l=1\). For the first, \(P=1-\tfrac53s\) has \(P'=-\tfrac53\) and \(P''=0\), so \(TP=5sP'-3P'=5-\tfrac{25}{3}s=5P\).

The frequencies are therefore \(\sqrt5\), \(\sqrt2\) and \(1\) in units of the trap frequency. The Kohn mode is the rigid sloshing of the whole cloud.

```lean
/-- The breathing mode `1 - 5r²/3` (`l = 0`), the quadrupole mode `r²` (`l = 2`) and the Kohn mode
`r` (`l = 1`) have squared frequencies `5`, `2` and `1`. -/
theorem breathing_quadrupole_kohn {r : ℝ} (hr : 0 < r) :
    soundOperator 0 (fun x => 1 - 5 / 3 * x ^ 2) r = 5 * (1 - 5 / 3 * r ^ 2) ∧
    soundOperator 2 (fun x => x ^ 2) r = 2 * r ^ 2 ∧
    soundOperator 1 (fun x => x) r = 1 * r := by
  refine ⟨?_, by simpa using surface_mode 2 hr, by simpa using surface_mode 1 hr⟩
  have h := soundOperator_densityMode 0 (1 - C (5 / 3) * X) hr.ne'
  have hf : densityMode 0 (1 - C (5 / 3) * X) = fun x => 1 - 5 / 3 * x ^ 2 := by
    funext x
    simp [densityMode]
  rw [hf] at h
  rw [h]
  simp only [densityMode, reducedOperator, derivative_sub, derivative_one, derivative_C_mul,
    derivative_X, derivative_C, mul_one, mul_zero, zero_sub, derivative_neg,
    neg_zero, eval_add, eval_sub, eval_mul, eval_neg, eval_C, eval_X, eval_one, eval_zero]
  push_cast
  ring

end

end StringariModes
```

```lean
#print axioms StringariModes.stringari_modes
-- 'StringariModes.stringari_modes' depends on axioms: [propext, Classical.choice, Quot.sound]
#print axioms StringariModes.stringari_modes_unique
-- 'StringariModes.stringari_modes_unique' depends on axioms: [propext, Classical.choice, Quot.sound]
#print axioms StringariModes.breathing_quadrupole_kohn
-- 'StringariModes.breathing_quadrupole_kohn' depends on axioms: [propext, Classical.choice, Quot.sound]
```
